# Gauge directions of a periodic matrix product state are null tangent vectors

## Definitions and conventions

A chain has $N$ sites $k = 0,\dots,N-1$. A configuration $s = (s_0,\dots,s_{N-1})$ assigns a physical index $s_k$ to each site. Site $k$ carries a complex $D\times D$ matrix $A_k^{a}$ for each value $a$ of the physical index, with the same $D$ on every bond. The chain and the periodic amplitude are

$$P(s) = A_0^{s_0}A_1^{s_1}\cdots A_{N-1}^{s_{N-1}},\qquad \psi_A(s) = \operatorname{Tr} P(s),$$

with site $0$ on the left and the empty product equal to the identity. The amplitudes are not normalised. For a second family of matrices $B_k^a$, the tangent chain and tangent amplitude are

$$T(s) = \sum_{k=0}^{N-1} A_0^{s_0}\cdots A_{k-1}^{s_{k-1}}\, B_k^{s_k}\, A_{k+1}^{s_{k+1}}\cdots A_{N-1}^{s_{N-1}},\qquad \phi_{A,B}(s) = \operatorname{Tr} T(s).$$

Bond $k$ lies to the left of site $k$, and bond $N$ to the right of site $N-1$. On the ring bonds $0$ and $N$ are the same bond, so a gauge direction of the periodic state has $X_N = X_0$ in the notation below. The two labels are kept apart so that the end terms stay visible. Matrices $X_0,\dots,X_N$ on the bonds generate the gauge direction

$$B_k^a = A_k^a X_{k+1} - X_k A_k^a ,$$

which is the first-order term in $t$ of the gauge transformation $A_k^a \mapsto e^{-tX_k}A_k^a\,e^{tX_{k+1}}$.

## The identities

For a gauge direction the tangent chain reduces to two end terms, $T(s) = P(s)X_N - X_0P(s)$. Three consequences follow.

1. If $X_N = X_0$, then $\phi_{A,B}(s) = 0$ for every $s$. In particular this holds for uniform tensors $A_k^a = A^a$, any matrix $X$ and $B^a = A^aX - XA^a$.
2. If $\omega\in\mathbb C$ satisfies $\omega^N = 1$ and $B^a = \omega A^aX - XA^a$ with uniform $A$, then $\sum_k \omega^k \operatorname{Tr}(A^{s_0}\cdots B^{s_k}\cdots A^{s_{N-1}}) = 0$.
3. With a boundary matrix $Q$ in the trace, $\sum_k \operatorname{Tr}(Q\,A_0^{s_0}\cdots B_k^{s_k}\cdots A_{N-1}^{s_{N-1}}) = \operatorname{Tr}\big((X_NQ - QX_0)P(s)\big)$.

## Where a code relies on them

On a finite ring with one bond dimension, a code for the time-dependent variational principle or for natural-gradient optimisation that treats the entries of $A$ as parameters works with the Gram matrix $\sum_s \overline{\phi_{A,B}(s)}\,\phi_{A,B'}(s)$ of tangent vectors, or with its counterpart after the component along $\psi_A$ has been projected out of each vector. By the first identity every gauge direction with $X_N = X_0$ lies in the kernel of either matrix. Whenever such a direction is nonzero the matrix is singular, and a direct linear solve has to deal with this, for example by a gauge condition on $B$, a pseudo-inverse or a regularising shift. The second identity says the same of the norm matrix in a momentum-resolved excitation ansatz, where $\omega = e^{ip}$ and $p$ is a multiple of $2\pi/N$. A normalising prefactor such as $1/\sqrt N$ changes nothing, since the sum is zero. A routine that contracts these sums can be checked by feeding it a gauge direction with $X_N = X_0$, which must return zero up to rounding. With a single $X$ on all bonds the zero survives any reordering of the sites. A reversed chain is in general detected when the $X_k$ differ from bond to bond, $N\ge 3$ and $D\ge 2$. In the momentum form, weights $\omega^{-k}$ in place of $\omega^k$ give a nonzero sum for generic $A$ and $X$ when $\omega^2\neq 1$, $D\ge 2$ and $s$ has the same physical index on all sites but one, which tests the sign convention of the phase.

## Derivation

The product rule applied to $\prod_k (A_k^{s_k} + tB_k^{s_k})$ at $t=0$ gives one term per site, with $B$ at that site and $A$ elsewhere. Hence $\frac{d}{dt}\psi_{A+tB}(s)\big|_{t=0} = \phi_{A,B}(s)$, which is why $\phi_{A,B}$ is called a tangent vector.

Fix $s$ and write $A_k$ for $A_k^{s_k}$. Let $L_k = A_0\cdots A_{k-1}$ and $R_k = A_k\cdots A_{N-1}$, so that $L_0 = R_N = 1$ and $L_N = R_0 = P$. Let $M_k = L_kX_kR_k$ be the chain with $X_k$ placed on bond $k$. Since $L_kA_k = L_{k+1}$ and $A_kR_{k+1} = R_k$, the term of site $k$ is

$$L_k\,(A_kX_{k+1} - X_kA_k)\,R_{k+1} = L_{k+1}X_{k+1}R_{k+1} - L_kX_kR_k = M_{k+1} - M_k .$$

The sum telescopes to $T = M_N - M_0 = PX_N - X_0P$. For $X_N = X_0$ the trace is $\operatorname{Tr}(PX_0) - \operatorname{Tr}(X_0P) = 0$ by cyclicity.

For the momentum version take $X_k = \omega^kX$. Then $A^aX_{k+1} - X_kA^a = \omega^k(\omega A^aX - XA^a)$, the factor $\omega^k$ comes out of the trace of term $k$, and $X_N = \omega^NX = X_0$. With a boundary matrix, $\operatorname{Tr}(QT) = \operatorname{Tr}(QPX_N) - \operatorname{Tr}(QX_0P) = \operatorname{Tr}\big((X_NQ - QX_0)P\big)$.

## A two-site instance

Take $N = 2$, $D = 2$, physical values $\uparrow,\downarrow$, and

$$A^\uparrow = \begin{pmatrix}1&1\\0&1\end{pmatrix},\quad A^\downarrow = \begin{pmatrix}1&0\\0&0\end{pmatrix},\quad X = \begin{pmatrix}0&0\\1&0\end{pmatrix}.$$

Then $B^\uparrow = \operatorname{diag}(1,-1)$ and $B^\downarrow = -X$. For $s = (\uparrow,\downarrow)$ the two terms are $\operatorname{Tr}(B^\uparrow A^\downarrow) = 1$ and $\operatorname{Tr}(A^\uparrow B^\downarrow) = -1$. Neither vanishes; their sum does.

## The Lean file

```lean
import Mathlib

open Matrix

namespace MPSGaugeTangent

noncomputable section

variable {D σ : Type*} [Fintype D] [DecidableEq D]

/-- The ordered product `A_0^{s_0} ⋯ A_{N-1}^{s_{N-1}}` of site matrices for a configuration `s`. -/
def chain {N : ℕ} (A : Fin N → σ → Matrix D D ℂ) (s : Fin N → σ) : Matrix D D ℂ :=
  (List.ofFn fun j => A j (s j)).prod

/-- The periodic MPS amplitude: the trace of the chain of site matrices. -/
def amplitude {N : ℕ} (A : Fin N → σ → Matrix D D ℂ) (s : Fin N → σ) : ℂ :=
  (chain A s).trace

/-- The site tensors `A` with the tensor at site `k` replaced by that of `B`. -/
def insertAt {N : ℕ} {α : Type*} (A B : Fin N → α) (k : Fin N) : Fin N → α :=
  fun j => if j = k then B j else A j

/-- The sum over sites `k` of the chain with `A` replaced by `B` at site `k`. -/
def tangentChain {N : ℕ} (A B : Fin N → σ → Matrix D D ℂ) (s : Fin N → σ) : Matrix D D ℂ :=
  ∑ k, chain (insertAt A B k) s

/-- The sum over sites `k` of the periodic amplitude with `A` replaced by `B` at site `k`. -/
def tangentAmplitude {N : ℕ} (A B : Fin N → σ → Matrix D D ℂ) (s : Fin N → σ) : ℂ :=
  ∑ k, amplitude (insertAt A B k) s

/-- The gauge direction `B_k^a = A_k^a X_{k+1} - X_k A_k^a` generated by bond matrices
`X_0, …, X_N`. -/
def gaugeDir {N : ℕ} (A : Fin N → σ → Matrix D D ℂ) (X : Fin (N + 1) → Matrix D D ℂ) :
    Fin N → σ → Matrix D D ℂ :=
  fun k a => A k a * X k.succ - X k.castSucc * A k a

/-- A chain is its first matrix times the chain of the remaining sites. -/
theorem chain_succ {N : ℕ} (A : Fin (N + 1) → σ → Matrix D D ℂ) (s : Fin (N + 1) → σ) :
    chain A s = A 0 (s 0) * chain (fun j => A j.succ) (fun j => s j.succ) := by
  unfold chain
  rw [List.ofFn_succ, List.prod_cons]

/-- Splitting off the first site of a chain with `B` inserted at the first site, or at a
later site. -/
theorem chain_insertAt {N : ℕ} (A B : Fin (N + 1) → σ → Matrix D D ℂ) (s : Fin (N + 1) → σ) :
    chain (insertAt A B 0) s = B 0 (s 0) * chain (fun j => A j.succ) (fun j => s j.succ) ∧
    ∀ k : Fin N, chain (insertAt A B k.succ) s = A 0 (s 0) *
      chain (insertAt (fun j => A j.succ) (fun j => B j.succ) k) (fun j => s j.succ) := by
  constructor
  · have h0 : insertAt A B 0 0 = B 0 := if_pos rfl
    have h1 : (fun j : Fin N => insertAt A B 0 j.succ) = fun j => A j.succ :=
      funext fun j => if_neg (Fin.succ_ne_zero j)
    rw [chain_succ, h0, h1]
  · intro k
    have h0 : insertAt A B k.succ 0 = A 0 := if_neg (Fin.succ_ne_zero k).symm
    have h1 : (fun j : Fin N => insertAt A B k.succ j.succ)
        = insertAt (fun j => A j.succ) (fun j => B j.succ) k := by
      funext j
      simp only [insertAt, Fin.succ_inj]
    rw [chain_succ, h0, h1]

/-- Leibniz recursion: `B` sits either on the first site or among the remaining sites. -/
theorem tangentChain_succ {N : ℕ} (A B : Fin (N + 1) → σ → Matrix D D ℂ)
    (s : Fin (N + 1) → σ) :
    tangentChain A B s = B 0 (s 0) * chain (fun j => A j.succ) (fun j => s j.succ)
      + A 0 (s 0) * tangentChain (fun j => A j.succ) (fun j => B j.succ) (fun j => s j.succ) := by
  unfold tangentChain
  rw [Fin.sum_univ_succ, Finset.mul_sum, (chain_insertAt A B s).1]
  exact congrArg _ (Finset.sum_congr rfl fun k _ => (chain_insertAt A B s).2 k)

/-- The tangent amplitude is the derivative at `t = 0` of the amplitude of `A + t B`. -/
theorem hasDerivAt_amplitude {N : ℕ} (A B : Fin N → σ → Matrix D D ℂ) (s : Fin N → σ) :
    HasDerivAt (fun t : ℂ => amplitude (A + t • B) s) (tangentAmplitude A B s) 0 := by
  -- entrywise product rule along the chain
  have key : ∀ i j, HasDerivAt (fun t : ℂ => chain (A + t • B) s i j)
      (tangentChain A B s i j) 0 := by
    induction N with
    | zero =>
      intro i j
      simpa [chain, tangentChain] using hasDerivAt_const (0 : ℂ) ((1 : Matrix D D ℂ) i j)
    | succ n ih =>
      intro i j
      have e : (fun t : ℂ => chain (A + t • B) s i j) = fun t : ℂ =>
          ∑ l, (A 0 (s 0) i l + t * B 0 (s 0) i l) *
            chain ((fun j : Fin n => A j.succ) + t • fun j : Fin n => B j.succ)
              (fun j => s j.succ) l j := by
        funext t
        rw [chain_succ, Matrix.mul_apply]
        rfl
      have hl := fun l => (((hasDerivAt_id' (0 : ℂ)).mul_const (B 0 (s 0) i l)).const_add
        (A 0 (s 0) i l)).fun_mul
          (ih (fun j => A j.succ) (fun j => B j.succ) (fun j => s j.succ) l j)
      have hs := HasDerivAt.fun_sum fun l (_ : l ∈ Finset.univ) => hl l
      rw [e, tangentChain_succ]
      refine hs.congr_deriv ?_
      simp [Matrix.add_apply, Matrix.mul_apply, Finset.sum_add_distrib]
  have hs := HasDerivAt.fun_sum fun i (_ : i ∈ Finset.univ) => key i i
  refine hs.congr_deriv ?_
  show (tangentChain A B s).trace = _
  simp only [tangentChain, tangentAmplitude, amplitude, Matrix.trace_sum]

/-- Along a gauge direction the sum over insertion sites telescopes to the two end terms
`P X_N - X_0 P`, with `P` the chain of `A`. -/
theorem tangentChain_gaugeDir {N : ℕ} (A : Fin N → σ → Matrix D D ℂ)
    (X : Fin (N + 1) → Matrix D D ℂ) (s : Fin N → σ) :
    tangentChain A (gaugeDir A X) s = chain A s * X (Fin.last N) - X 0 * chain A s := by
  induction N with
  | zero =>
    have h : Fin.last 0 = 0 := rfl
    simp [tangentChain, chain, h]
  | succ n ih =>
    have h : tangentChain (fun j => A j.succ) (fun j => gaugeDir A X j.succ) (fun j => s j.succ)
        = chain (fun j => A j.succ) (fun j => s j.succ) * X (Fin.last (n + 1))
          - X (Fin.succ 0) * chain (fun j => A j.succ) (fun j => s j.succ) :=
      ih (fun j => A j.succ) (fun i => X i.succ) (fun j => s j.succ)
    have h0 : gaugeDir A X 0 (s 0) = A 0 (s 0) * X (Fin.succ 0) - X 0 * A 0 (s 0) := rfl
    -- the two terms with `X` on the first inner bond cancel
    rw [tangentChain_succ, h, h0, chain_succ A s]
    noncomm_ring

/-- For site-dependent tensors and bond matrices with `X_N = X_0`, the tangent amplitude of
the gauge direction vanishes for every configuration. -/
theorem tangentAmplitude_gaugeDir {N : ℕ} (A : Fin N → σ → Matrix D D ℂ)
    (X : Fin (N + 1) → Matrix D D ℂ) (hX : X (Fin.last N) = X 0) (s : Fin N → σ) :
    tangentAmplitude A (gaugeDir A X) s = 0 := by
  have h : tangentAmplitude A (gaugeDir A X) s = (tangentChain A (gaugeDir A X) s).trace := by
    simp only [tangentChain, tangentAmplitude, amplitude, Matrix.trace_sum]
  -- cyclicity of the trace cancels the two end terms
  rw [h, tangentChain_gaugeDir, hX, Matrix.trace_sub, Matrix.trace_mul_comm, sub_self]

/-- For uniform tensors `A^a`, any matrix `X` and `B^a = A^a X - X A^a`, the sum over sites of
the periodic amplitude with `A` replaced by `B` at that site is zero. -/
theorem uniform_gauge_direction_null {N : ℕ} (A : σ → Matrix D D ℂ) (X : Matrix D D ℂ)
    (s : Fin N → σ) :
    tangentAmplitude (fun _ => A) (fun _ a => A a * X - X * A a) s = 0 :=
  tangentAmplitude_gaugeDir (fun _ => A) (fun _ => X) rfl s

/-- For a phase `ω` with `ω^N = 1` and `B^a = ω A^a X - X A^a`, the sum over sites `k` of
`ω^k` times the periodic amplitude with `B` at site `k` is zero. -/
theorem momentum_gauge_direction_null {N : ℕ} (A : σ → Matrix D D ℂ) (X : Matrix D D ℂ)
    (ω : ℂ) (hω : ω ^ N = 1) (s : Fin N → σ) :
    ∑ k : Fin N, ω ^ (k : ℕ) *
      amplitude (insertAt (fun _ => A) (fun _ a => ω • (A a * X) - X * A a) k) s = 0 := by
  -- the chain is homogeneous in the inserted tensor
  have key : ∀ (n : ℕ) (c : Fin n → ℂ) (A B : Fin n → σ → Matrix D D ℂ) (s : Fin n → σ)
      (k : Fin n), chain (insertAt A (fun j => c j • B j) k) s
        = c k • chain (insertAt A B k) s := by
    intro n
    induction n with
    | zero => intro c A B s k; exact k.elim0
    | succ n ih =>
      intro c A B s k
      induction k using Fin.cases with
      | zero =>
        rw [(chain_insertAt A (fun j => c j • B j) s).1, (chain_insertAt A B s).1]
        exact Matrix.smul_mul (c 0) (B 0 (s 0))
          (chain (fun j : Fin n => A j.succ) (fun j : Fin n => s j.succ))
      | succ k =>
        rw [(chain_insertAt A (fun j => c j • B j) s).2 k, (chain_insertAt A B s).2 k,
          ← Matrix.mul_smul]
        exact congrArg _ (ih (fun j => c j.succ) (fun j => A j.succ) (fun j => B j.succ)
          (fun j => s j.succ) k)
  -- bond matrices `X_k = ω^k X` close around the ring
  have h := tangentAmplitude_gaugeDir (fun _ : Fin N => A) (fun k => ω ^ (k : ℕ) • X)
    (by simp [hω]) s
  have e : gaugeDir (fun _ : Fin N => A) (fun k => ω ^ (k : ℕ) • X)
      = fun j : Fin N => ω ^ (j : ℕ) • fun a => ω • (A a * X) - X * A a := by
    funext j a
    show A a * (ω ^ ((j : ℕ) + 1) • X) - (ω ^ (j : ℕ) • X) * A a
      = ω ^ (j : ℕ) • (ω • (A a * X) - X * A a)
    rw [Matrix.mul_smul, Matrix.smul_mul, smul_sub, smul_smul, pow_succ]
  rw [e] at h
  refine Eq.trans (Finset.sum_congr rfl fun k _ => ?_) h
  have hk := congrArg Matrix.trace (key N (fun j => ω ^ (j : ℕ)) (fun _ => A)
    (fun _ a => ω • (A a * X) - X * A a) s k)
  rw [Matrix.trace_smul, smul_eq_mul] at hk
  exact hk.symm

/-- With a boundary matrix `Q` in the trace, the sum over insertion sites of a gauge direction
equals `Tr((X_N Q - Q X_0) P)`, with `P` the chain of `A`. -/
theorem boundary_gaugeDir {N : ℕ} (Q : Matrix D D ℂ) (A : Fin N → σ → Matrix D D ℂ)
    (X : Fin (N + 1) → Matrix D D ℂ) (s : Fin N → σ) :
    ∑ k, (Q * chain (insertAt A (gaugeDir A X) k) s).trace
      = ((X (Fin.last N) * Q - Q * X 0) * chain A s).trace := by
  rw [← Matrix.trace_sum, ← Finset.mul_sum]
  change (Q * tangentChain A (gaugeDir A X) s).trace = _
  rw [tangentChain_gaugeDir, mul_sub, sub_mul, Matrix.trace_sub, Matrix.trace_sub,
    ← mul_assoc Q (chain A s), Matrix.trace_mul_comm (Q * chain A s)]
  simp only [mul_assoc]

/-- On two sites with a projector as boundary matrix, a uniform gauge direction gives the
nonzero sum `2`. -/
theorem boundary_gaugeDir_ne_zero :
    ∑ k : Fin 2, ((!![1, 0; 0, 0] : Matrix (Fin 2) (Fin 2) ℂ) *
      chain (insertAt (fun _ (_ : Unit) => !![1, 1; 0, 1])
        (gaugeDir (fun _ (_ : Unit) => !![1, 1; 0, 1]) (fun _ => !![0, 0; 1, 0])) k)
        (fun _ => ())).trace = 2 := by
  rw [boundary_gaugeDir]
  simp [chain, List.ofFn_succ, Matrix.trace_fin_two]
  norm_num

end

end MPSGaugeTangent
```

```lean
#print axioms MPSGaugeTangent.hasDerivAt_amplitude
#print axioms MPSGaugeTangent.uniform_gauge_direction_null
#print axioms MPSGaugeTangent.momentum_gauge_direction_null
#print axioms MPSGaugeTangent.boundary_gaugeDir_ne_zero
```

```
'MPSGaugeTangent.hasDerivAt_amplitude' depends on axioms: [propext, Classical.choice, Quot.sound]
'MPSGaugeTangent.uniform_gauge_direction_null' depends on axioms: [propext, Classical.choice, Quot.sound]
'MPSGaugeTangent.momentum_gauge_direction_null' depends on axioms: [propext, Classical.choice, Quot.sound]
'MPSGaugeTangent.boundary_gaugeDir_ne_zero' depends on axioms: [propext, Classical.choice, Quot.sound]
```

## Reading the statements

The type `D` is a finite set of bond indices whose size is the number $D$, and `σ` is the set of physical indices, which need not be finite because each statement concerns one configuration `s : Fin N → σ`. Site tensors have type `Fin N → σ → Matrix D D ℂ`, so `A k a` is $A_k^a$. The definitions `chain`, `amplitude`, `tangentChain` and `tangentAmplitude` are $P$, $\psi_A$, $T$ and $\phi_{A,B}$, and `insertAt A B k` is the family with $B$ at site $k$. In `gaugeDir` the bond matrices are indexed by `Fin (N + 1)`; `X k.succ` is $X_{k+1}$, `X k.castSucc` is $X_k$, and `X (Fin.last N)` is $X_N$.

The main theorem `uniform_gauge_direction_null` has no hypothesis: for every $N$, every $A$, every $X$ and every $s$, the tangent amplitude of the constant families $A^a$ and $A^aX - XA^a$ is zero. No invertibility, canonical form or injectivity is asked of $A$ or $X$. At $N=0$ the sum is empty, and at $N=1$ the statement is that a commutator has zero trace. The theorem `tangentAmplitude_gaugeDir` is the site-dependent form, with the closing condition $X_N = X_0$ assumed as `hX`. The theorem `momentum_gauge_direction_null` assumes `hω : ω ^ N = 1` and fixes the weight of site $k$ as $\omega^k$, with $\omega$ on the term $A^aX$. The theorem `boundary_gaugeDir` places $Q$ to the left of site $0$, and `hasDerivAt_amplitude` takes the derivative in a complex parameter $t$ at $t = 0$.

## How the proof follows the derivation

The file replaces the explicit sum of $M_{k+1} - M_k$ by induction on $N$, removing site $0$. Let $P'$ and $T'$ be the chain and tangent chain of sites $1,\dots,N-1$. The lemma `chain_succ` gives $P = A_0P'$, `chain_insertAt` does the same split when $B$ sits at site $0$ or at a later site, and `tangentChain_succ` combines them through `Fin.sum_univ_succ` into $T = B_0P' + A_0T'$.

In `hasDerivAt_amplitude`, the inner statement `key` is the product rule for each matrix entry: the entry of $(A_0 + tB_0)$ times the shorter chain is a sum over the bond index `l`, each term is differentiated by `fun_mul`, and the result is the recursion for $T$. Summing the diagonal entries gives the trace.

In `tangentChain_gaugeDir`, the induction hypothesis with bond matrices $X_1,\dots,X_N$ gives $T' = P'X_N - X_1P'$, so

$$T = (A_0X_1 - X_0A_0)P' + A_0(P'X_N - X_1P'),$$

and `noncomm_ring` cancels the two terms $A_0X_1P'$. This is one step of the telescoping. In `tangentAmplitude_gaugeDir`, `Matrix.trace_mul_comm` is the cyclicity step. The momentum theorem proves that the chain is homogeneous in the inserted tensor (its `key`), identifies the gauge direction of $X_k = \omega^kX$ in `e`, and applies the site-dependent theorem. The boundary theorem multiplies the telescoped form by $Q$ and moves $X_N$ around the trace.

## When a condition fails

The plain trace matters. With a single physical value, $A = A^\uparrow$ and $X$ as above, $N=2$ and $Q = \operatorname{diag}(1,0)$, one has $XQ - QX = X$ and $P = \begin{pmatrix}1&2\\0&1\end{pmatrix}$, so $\operatorname{Tr}(XP) = 2$. This is `boundary_gaugeDir_ne_zero`. A code with a boundary matrix can read off from `boundary_gaugeDir` that $X_NQ = QX_0$ is sufficient for the sum to vanish.

Without `hX`, take $N = D = 1$, $A_0 = 1$, $X_0 = 0$, $X_1 = 1$: then $B_0 = 1$ and the tangent amplitude is $1$. Without `hω`, take $D=1$ and $A = X = 1$: then $B = \omega - 1$ and the weighted sum is $(\omega-1)\sum_k\omega^k = \omega^N - 1$.

## Scope

The theorems give one inclusion: gauge directions with $X_N = X_0$ produce the zero vector. They do not state that every $B$ with $\phi_{A,B} = 0$ is a gauge direction, so they fix neither the dimension of the kernel nor the rank of the Gram matrix. They are first-order statements. The line $A + tB$ can leave the gauge orbit: in the two-site instance, $\psi_{A+tB}(\uparrow,\uparrow) = 2 + 2t^2$ while $\psi_{A+tB}(\downarrow,\downarrow) = 1$ for every $t$, so a finite step along $B$ changes the state, even up to normalisation. The chain is finite, the bond dimension is the same on all bonds, and arithmetic is exact, so the infinite-chain limit and the size of the cancellation error in floating point are not addressed. Apart from the value $2$ for the projector boundary, the numerical examples and the remarks on Gram matrices are ordinary arithmetic and argument that Lean has not checked.

The statement could instead have been built on the finite transformation: show that $\psi$ is unchanged under $A^a \mapsto G^{-1}A^aG$ for invertible $G$, set $G = e^{tX}$ and differentiate. That route would add invariance under finite gauge transformations, at the price of the matrix exponential and a chain rule along a curved path. The algebraic route taken here needs only products and traces, and it keeps the two end terms explicit, from which the momentum and boundary forms follow.
